# Spin scaling of the noninteracting kinetic energy for real density matrices on finitely many sites

**Q:** A radical has more spin-up than spin-down electrons. I have a kinetic energy functional \(T_s(n)\) that sees only the total density \(n\). How can it give the kinetic energy at separate spin densities \(a\) and \(b\)?

**A:** Evaluate it at the doubled densities and average: \((T_s(2a)+T_s(2b))/2\). Take noninteracting electrons on finitely many sites, described by real density matrices that are diagonal in spin and may have fractional occupations. If \(T_s\) is the exact functional defined below and all site values \(a_i\) and \(b_i\) lie in \([0,1]\), this average is exactly the lowest kinetic energy at those spin densities.

Let \(T\) be the real matrix of the kinetic energy, the same for both spins. A one-spin density matrix \(g\) is admissible if it is real symmetric and \(0\le x\cdot gx\le x\cdot x\) for every real vector \(x\). Its diagonal is the site density. Define
\[
G(m)=\inf_{g_{ii}=m_i}\operatorname{tr}(Tg),\qquad
T_s(n)=\inf_{g_{ii}+h_{ii}=n_i}\bigl[\operatorname{tr}(Tg)+\operatorname{tr}(Th)\bigr],
\]
with \(g,h\) admissible.

**Q:** Are those infima finite?

**A:** Yes, for \(m_i\in[0,1]\) and \(n=2m\). The diagonal matrix with entries \(m_i\) is admissible, since its quadratic form is \(\sum_i m_ix_i^2\), so there is something to minimise over. For a lower bound, let \(e_i\) be the unit vector at site \(i\) and insert \(x=e_i\pm e_j\):
\[
0\le g_{ii}\pm 2g_{ij}+g_{jj}\quad\Rightarrow\quad |g_{ij}|\le \tfrac12(g_{ii}+g_{jj}).
\]
The hole matrix \(1-g\) is admissible too, so \(g_{ii}\le1\). Hence \(|g_{ij}|\le1\) and \(\operatorname{tr}(Tg)=\sum_{ij}T_{ij}g_{ji}\ge-\sum_{ij}|T_{ij}|\).

**Q:** And the scaling itself?

**A:** First, \(T_s(2m)=2G(m)\). If \(g_{ii}+h_{ii}=2m_i\), then \(k=(g+h)/2\) is admissible with diagonal \(m\), and
\[
\operatorname{tr}(Tg)+\operatorname{tr}(Th)=2\operatorname{tr}(Tk)\ge 2G(m).
\]
Conversely, any \(g\) with diagonal \(m\) can be used in both channels, at energy \(2\operatorname{tr}(Tg)\), so \(T_s(2m)\le2G(m)\).

With \(a\) and \(b\) fixed separately, the two channels are minimised independently, which gives
\[
G(a)+G(b)=\tfrac12\bigl[T_s(2a)+T_s(2b)\bigr].
\]
If only the sum \(a+b\) is fixed, all these pairs still compete, possibly along with others, so \(T_s(a+b)\) is at most this value.

**Q:** Now convince me that the Lean definitions say the same. What are the sites?

**A:** The elements of a finite type `ι`, standing for an orthonormal set of site orbitals.

```lean
import Mathlib

open Matrix

namespace SpinScaling

noncomputable section

variable {ι : Type*} [Fintype ι] [DecidableEq ι]
```

`Admissible` is the condition on \(g\). Its two bounds put the natural occupations between zero and one, which is the Pauli principle for one spin channel.

```lean
/-- A one-spin density matrix: real symmetric, with quadratic form between zero and that of
the identity. -/
def Admissible (g : Matrix ι ι ℝ) : Prop :=
  g.IsSymm ∧ ∀ x : ι → ℝ, 0 ≤ x ⬝ᵥ g *ᵥ x ∧ x ⬝ᵥ g *ᵥ x ≤ x ⬝ᵥ x
```

**Q:** That admits fractional occupations. My determinants have idempotent density matrices.

**A:** These are ensemble functionals, and a version restricted to single determinants is a different problem. Density matrices are also real and diagonal in spin, which leaves out complex density matrices and noncollinear magnetism. The spin-scaling relation of density functional theory is usually written for orbitals in continuous space; here it is proved for a finite site model.

The next three definitions collect the energies available to one channel, to two channels with separate densities, and to two channels with only their sum fixed.

```lean
/-- The kinetic energies of one spin channel with site density `m`. -/
def channelEnergies (T : Matrix ι ι ℝ) (m : ι → ℝ) : Set ℝ :=
  {e | ∃ g, Admissible g ∧ (∀ i, g i i = m i) ∧ e = trace (T * g)}

/-- The kinetic energies of two spin channels with separately fixed densities `a` and `b`. -/
def spinEnergies (T : Matrix ι ι ℝ) (a b : ι → ℝ) : Set ℝ :=
  {e | ∃ g h, Admissible g ∧ Admissible h ∧ (∀ i, g i i = a i) ∧ (∀ i, h i i = b i) ∧
    e = trace (T * g) + trace (T * h)}

/-- The kinetic energies of two spin channels of which only the total density `n` is fixed. -/
def totalEnergies (T : Matrix ι ι ℝ) (n : ι → ℝ) : Set ℝ :=
  {e | ∃ g h, Admissible g ∧ Admissible h ∧ (∀ i, g i i + h i i = n i) ∧
    e = trace (T * g) + trace (T * h)}
```

The functionals are the infima of the first and third sets. `T` is an arbitrary real matrix; its antisymmetric part drops out of the trace with a symmetric \(g\).

```lean
/-- The kinetic energy functional of a single spin channel. -/
def G (T : Matrix ι ι ℝ) (m : ι → ℝ) : ℝ := sInf (channelEnergies T m)

/-- The kinetic energy functional of the total density. -/
def Ts (T : Matrix ι ι ℝ) (n : ι → ℝ) : ℝ := sInf (totalEnergies T n)
```

**Q:** What do the theorems then claim?

**A:** `spin_scaling` says that \((T_s(2a)+T_s(2b))/2\) is the greatest lower bound, `IsGLB`, of `spinEnergies T a b`: no allowed energy lies below it, and no larger number has that property. It does not say that a minimiser exists. `unpolarized_scaling` gives \(T_s(2m)=2G(m)\) together with the corresponding greatest lower bound, and `total_le_spin_scaled` is the inequality for \(T_s(a+b)\).

**Q:** Do the density bounds matter?

**A:** Take one site, \(T=(1)\), \(a=3/2\) and \(b=1/2\). No admissible \(g\) has occupation \(3/2\), so `spinEnergies` is empty, and an empty set of reals has no greatest lower bound. In Lean the inequality fails as well: \(T_s(a+b)=T_s(2)=2\), whereas Lean gives the empty infimum \(T_s(3)\) the value 0, making the right side \((0+1)/2=1/2\). That failure comes from Lean's convention for the empty set, since no admissible pair puts three electrons on one site.

**Q:** Then take me through the proof.

**A:** It starts with the diagonal matrix. The quadratic form is rewritten as a sum and bounded term by term.

```lean
/-- A diagonal matrix of occupations between zero and one is admissible. -/
theorem admissible_diagonal {m : ι → ℝ} (hm : ∀ i, 0 ≤ m i ∧ m i ≤ 1) :
    Admissible (diagonal m) := by
  refine ⟨Matrix.isSymm_diagonal m, fun x => ?_⟩
  have e : x ⬝ᵥ diagonal m *ᵥ x = ∑ i, m i * (x i * x i) := by
    simp only [dotProduct, Matrix.mulVec_diagonal]
    exact Finset.sum_congr rfl fun i _ => by ring
  rw [e]
  constructor
  · exact Finset.sum_nonneg fun i _ => mul_nonneg (hm i).1 (mul_self_nonneg _)
  · change _ ≤ ∑ i, x i * x i
    exact Finset.sum_le_sum fun i _ =>
      mul_le_of_le_one_left (mul_self_nonneg _) (hm i).2
```

Averages and hole matrices come next. In both cases the form is expanded by linearity, and `linarith` combines the known bounds.

```lean
omit [DecidableEq ι] in
/-- The average of two admissible density matrices is admissible. -/
theorem Admissible.midpoint {g h : Matrix ι ι ℝ} (hg : Admissible g) (hh : Admissible h) :
    Admissible ((1 / 2 : ℝ) • (g + h)) := by
  refine ⟨(hg.1.add hh.1).smul _, fun x => ?_⟩
  have e : x ⬝ᵥ ((1 / 2 : ℝ) • (g + h)) *ᵥ x
      = 1 / 2 * (x ⬝ᵥ g *ᵥ x + x ⬝ᵥ h *ᵥ x) := by
    rw [Matrix.smul_mulVec, Matrix.add_mulVec, dotProduct_smul, dotProduct_add, smul_eq_mul]
  rw [e]
  constructor <;> linarith [(hg.2 x).1, (hg.2 x).2, (hh.2 x).1, (hh.2 x).2]

/-- The hole matrix `1 - g` of an admissible density matrix is admissible. -/
theorem Admissible.hole {g : Matrix ι ι ℝ} (hg : Admissible g) : Admissible (1 - g) := by
  refine ⟨Matrix.isSymm_one.sub hg.1, fun x => ?_⟩
  rw [Matrix.sub_mulVec, Matrix.one_mulVec, dotProduct_sub]
  constructor <;> linarith [(hg.2 x).1, (hg.2 x).2]
```

For the off-diagonal entries, `q c` is positivity on \(e_i+c\,e_j\). Setting \(c=\pm1\) and using symmetry gives the two sides of the absolute value bound.

```lean
/-- The absolute value of the entry `g i j` is at most the mean of the occupations `g i i` and `g j
j`. -/
theorem Admissible.coherence_le {g : Matrix ι ι ℝ} (hg : Admissible g) (i j : ι) :
    |g i j| ≤ (g i i + g j j) / 2 := by
  -- test positivity on the in-phase and out-of-phase combinations of the two sites
  have q (c : ℝ) : 0 ≤ g i i + c * g i j + c * g j i + c * c * g j j := by
    have h := (hg.2 (Pi.single i (1 : ℝ) + c • Pi.single j (1 : ℝ))).1
    rw [Matrix.mulVec_add, Matrix.mulVec_smul, Matrix.mulVec_single_one,
      Matrix.mulVec_single_one, add_dotProduct, smul_dotProduct, single_one_dotProduct,
      single_one_dotProduct] at h
    simp only [Pi.add_apply, Pi.smul_apply, smul_eq_mul, Matrix.col_apply] at h
    linarith
  have s : g j i = g i j := hg.1.apply i j
  have h1 := q 1
  have h2 := q (-1)
  rw [s] at h1 h2
  rw [abs_le]
  constructor <;> linarith
```

The energy bound first gets \(g_{ii}\le1\) from the hole matrix, then estimates the trace entry by entry.

```lean
/-- The kinetic energy of an admissible density matrix is bounded below by minus the sum of
the absolute values of the entries of `T`. -/
theorem Admissible.energy_bound (T : Matrix ι ι ℝ) {g : Matrix ι ι ℝ} (hg : Admissible g) :
    -(∑ i, ∑ j, |T i j|) ≤ trace (T * g) := by
  have d (i : ι) : g i i ≤ 1 := by
    have h := (abs_nonneg _).trans (hg.hole.coherence_le i i)
    simp only [Matrix.sub_apply, Matrix.one_apply_eq] at h
    linarith
  have e : trace (T * g) = ∑ i, ∑ j, T i j * g j i := by
    simp only [Matrix.trace, Matrix.diag_apply, Matrix.mul_apply]
  rw [e, ← Finset.sum_neg_distrib]
  refine Finset.sum_le_sum fun i _ => ?_
  rw [← Finset.sum_neg_distrib]
  refine Finset.sum_le_sum fun j _ => ?_
  have h1 : |g j i| ≤ 1 := by linarith [hg.coherence_le j i, d i, d j]
  have h2 : |T i j * g j i| ≤ |T i j| := by
    rw [abs_mul]
    exact mul_le_of_le_one_right (abs_nonneg _) h1
  linarith [neg_abs_le (T i j * g j i)]
```

With a member of the set and a lower bound in hand, `isGLB_csInf` makes \(G(m)\) a true infimum.

```lean
/-- For site densities between zero and one, `G` is the greatest lower bound of the kinetic
energies of one spin channel. -/
theorem channel_isGLB (T : Matrix ι ι ℝ) {m : ι → ℝ} (hm : ∀ i, 0 ≤ m i ∧ m i ≤ 1) :
    IsGLB (channelEnergies T m) (G T m) := by
  refine isGLB_csInf ⟨_, diagonal m, admissible_diagonal hm, fun i => ?_, rfl⟩
    ⟨-(∑ i, ∑ j, |T i j|), ?_⟩
  · exact Matrix.diagonal_apply_eq m i
  · rintro _ ⟨g, hg, -, rfl⟩
    exact hg.energy_bound T
```

**Q:** Where is the averaging argument?

**A:** In the first half of `key` below, through `hg.midpoint hh`. The second half takes any lower bound \(c\) of the total energies, tests it on the pair \((g,g)\), and obtains \(c/2\le G(m)\).

```lean
/-- For site densities `m` between zero and one, the greatest lower bound of the kinetic energies at
total density `2m` is twice the one-channel functional at `m`, so that `Ts(2m) = 2 G(m)`. -/
theorem unpolarized_scaling (T : Matrix ι ι ℝ) {m : ι → ℝ} (hm : ∀ i, 0 ≤ m i ∧ m i ≤ 1) :
    IsGLB (totalEnergies T ((2 : ℝ) • m)) (2 * G T m) ∧ Ts T ((2 : ℝ) • m) = 2 * G T m := by
  have key : IsGLB (totalEnergies T ((2 : ℝ) • m)) (2 * G T m) := by
    constructor
    · -- averaging the two channels gives a single channel of density m
      rintro _ ⟨g, h, hg, hh, hd, rfl⟩
      have b := (channel_isGLB T hm).1 ⟨_, hg.midpoint hh, fun i => by
        have hi : g i i + h i i = 2 * m i := hd i
        simp only [Matrix.smul_apply, Matrix.add_apply, smul_eq_mul]
        linarith, rfl⟩
      rw [Matrix.mul_smul, Matrix.mul_add, Matrix.trace_smul, Matrix.trace_add,
        smul_eq_mul] at b
      linarith
    · -- conversely, use the same density matrix in both channels
      intro c hc
      have b : c / 2 ≤ G T m := (channel_isGLB T hm).2 (by
        rintro _ ⟨g, hg, hd, rfl⟩
        have := hc ⟨g, g, hg, hg, fun i => by
          change g i i + g i i = 2 * m i
          rw [hd i]; ring, rfl⟩
        linarith)
      linarith
  exact ⟨key, key.csInf_eq key.nonempty⟩
```

For separate spin densities, the previous theorem turns the claimed value into \(G(a)+G(b)\). That this is a lower bound follows by adding the two channel bounds. To see that it is the greatest, let \(c\) be any lower bound. Holding \(h\) fixed and varying \(g\) gives \(c-\operatorname{tr}(Th)\le G(a)\); varying \(h\) then gives \(c-G(a)\le G(b)\).

```lean
/-- Exact spin scaling: at fixed spin densities `a` and `b`, with all site values between zero and
one, the greatest lower bound of the kinetic energies is `(Ts(2a) + Ts(2b)) / 2`. -/
theorem spin_scaling (T : Matrix ι ι ℝ) {a b : ι → ℝ} (ha : ∀ i, 0 ≤ a i ∧ a i ≤ 1)
    (hb : ∀ i, 0 ≤ b i ∧ b i ≤ 1) :
    IsGLB (spinEnergies T a b) ((Ts T ((2 : ℝ) • a) + Ts T ((2 : ℝ) • b)) / 2) := by
  have e : (Ts T ((2 : ℝ) • a) + Ts T ((2 : ℝ) • b)) / 2 = G T a + G T b := by
    rw [(unpolarized_scaling T ha).2, (unpolarized_scaling T hb).2]; ring
  rw [e]
  constructor
  · rintro _ ⟨g, h, hg, hh, da, db, rfl⟩
    exact add_le_add ((channel_isGLB T ha).1 ⟨g, hg, da, rfl⟩)
      ((channel_isGLB T hb).1 ⟨h, hh, db, rfl⟩)
  · -- minimise over one channel at a time
    intro c hc
    have k : c - G T a ≤ G T b := (channel_isGLB T hb).2 (by
      rintro _ ⟨h, hh, db, rfl⟩
      have : c - trace (T * h) ≤ G T a := (channel_isGLB T ha).2 (by
        rintro _ ⟨g, hg, da, rfl⟩
        have := hc ⟨g, h, hg, hh, da, db, rfl⟩
        linarith)
      linarith)
    linarith
```

The inequality applies `unpolarized_scaling` at \(m=(a+b)/2\), so that \(T_s(a+b)\) is a lower bound for all pairs with total density \(a+b\). Pairs with spin densities \(a\) and \(b\) are among them, and `spin_scaling` supplies their greatest lower bound.

```lean
/-- For spin densities `a` and `b` with all site values between zero and one, the functional of the
total density `a + b` is at most the spin-scaled value `(Ts(2a) + Ts(2b)) / 2`. -/
theorem total_le_spin_scaled (T : Matrix ι ι ℝ) {a b : ι → ℝ}
    (ha : ∀ i, 0 ≤ a i ∧ a i ≤ 1) (hb : ∀ i, 0 ≤ b i ∧ b i ≤ 1) :
    Ts T (a + b) ≤ (Ts T ((2 : ℝ) • a) + Ts T ((2 : ℝ) • b)) / 2 := by
  have hm : ∀ i, 0 ≤ (a i + b i) / 2 ∧ (a i + b i) / 2 ≤ 1 := fun i => by
    constructor <;> linarith [(ha i).1, (ha i).2, (hb i).1, (hb i).2]
  have e : (2 : ℝ) • (fun i => (a i + b i) / 2) = a + b := by
    funext i
    change 2 * ((a i + b i) / 2) = a i + b i
    ring
  have u := unpolarized_scaling T hm
  rw [e] at u
  refine (spin_scaling T ha hb).2 ?_
  rintro _ ⟨g, h, hg, hh, da, db, rfl⟩
  rw [u.2]
  exact u.1.1 ⟨g, h, hg, hh, fun i => by rw [da i, db i]; rfl, rfl⟩

end

end SpinScaling
```

```lean
#print axioms SpinScaling.spin_scaling
#print axioms SpinScaling.total_le_spin_scaled
```

```
'SpinScaling.spin_scaling' depends on axioms: [propext, Classical.choice, Quot.sound]
'SpinScaling.total_le_spin_scaled' depends on axioms: [propext, Classical.choice, Quot.sound]
```

**Q:** So what may I do with my functional for the radical?

**A:** Within this noninteracting, finite-site model, the exact \(T_s\) for unpolarized densities already determines the lowest kinetic energy at any spin densities between zero and one. An approximate \(T_s\) can be extended to spin-polarized systems by the same formula, but its errors come along.
